# Every SU(2) matrix gives a proper rotation through traces with the Pauli matrices

A matrix U in SU(2) acts on the state of a spin-1/2, and the theorem `rotation_mem` concerns the real 3 × 3 matrix R with entries Re tr(σ_i U σ_j U†)/2, where the σ_i are the Pauli matrices. It states that R lies in SO(3), that is, R is orthogonal and has determinant 1. The proof writes U as a + i(xσ_x + yσ_y + zσ_z) with real a, x, y, z satisfying a² + x² + y² + z² = 1. It then computes that R Rᵀ is the square of this sum times the identity and that det R is its cube, and finally sets the sum to 1.

As first written in Lean, the proof fails:

```lean
import Mathlib

open Matrix

namespace RotationMem

noncomputable section

/-- The three Pauli matrices, indexed by the Cartesian directions x, y, z. -/
def pauli : Fin 3 → Matrix (Fin 2) (Fin 2) ℂ :=
  ![!![0, 1; 1, 0], !![0, -Complex.I; Complex.I, 0], !![1, 0; 0, -1]]

/-- The real 3 × 3 matrix whose entries are the real parts of
`tr(σ_i U σ_j U*) / 2`. -/
def rotation (U : Matrix (Fin 2) (Fin 2) ℂ) : Matrix (Fin 3) (Fin 3) ℝ :=
  Matrix.of fun i j => (trace (pauli i * U * pauli j * Uᴴ)).re / 2

/-- The spinor matrix `a + i (x σ_x + y σ_y + z σ_z)` with real parameters. -/
def spinMatrix (a x y z : ℝ) : Matrix (Fin 2) (Fin 2) ℂ :=
  !![a + z * Complex.I, y + x * Complex.I; -y + x * Complex.I, a - z * Complex.I]

/-- Every matrix in SU(2) has the form `a + i (x σ_x + y σ_y + z σ_z)` with real
parameters on the unit sphere in four dimensions. -/
theorem exists_spinMatrix {U : Matrix (Fin 2) (Fin 2) ℂ}
    (hU : U ∈ specialUnitaryGroup (Fin 2) ℂ) :
    ∃ a x y z : ℝ, a ^ 2 + x ^ 2 + y ^ 2 + z ^ 2 = 1 ∧ U = spinMatrix a x y z := by
  obtain ⟨hu, hdet⟩ := mem_specialUnitaryGroup_iff.mp hU
  have hs : star U * U = 1 := mem_unitaryGroup_iff'.mp hu
  -- the adjoint is the inverse, hence the adjugate
  have h : adjugate U = star U := by
    calc adjugate U = star U * U * adjugate U := by rw [hs, one_mul]
      _ = star U := by rw [mul_assoc, mul_adjugate, hdet, one_smul, mul_one]
  rw [adjugate_fin_two] at h
  have h11 : U 1 1 = star (U 0 0) := congrFun (congrFun h 0) 0
  have h10' : -U 1 0 = star (U 0 1) := congrFun (congrFun h 1) 0
  have h10 : U 1 0 = -star (U 0 1) := by rw [← h10', neg_neg]
  refine ⟨(U 0 0).re, (U 0 1).im, (U 0 1).re, (U 0 0).im, ?_, ?_⟩
  · rw [det_fin_two, h11, h10] at hdet
    have hre := congrArg Complex.re hdet
    simp only [Complex.sub_re, Complex.mul_re, Complex.neg_re, Complex.neg_im,
      Complex.star_def, Complex.conj_re, Complex.conj_im, Complex.one_re] at hre
    linear_combination hre
  · ext i j
    fin_cases i <;> fin_cases j <;> apply Complex.ext <;> simp [spinMatrix, h11, h10]

/-- The matrix `rotation U` for `U = a + i (x σ_x + y σ_y + z σ_z)`, written out in the
four real parameters. -/
theorem rotation_spinMatrix (a x y z : ℝ) : rotation (spinMatrix a x y z) =
    !![a^2 + x^2 - y^2 - z^2, 2 * (x*y + a*z), 2 * (x*z - a*y);
       2 * (x*y - a*z), a^2 - x^2 + y^2 - z^2, 2 * (y*z + a*x);
       2 * (x*z + a*y), 2 * (y*z - a*x), a^2 - x^2 - y^2 + z^2] := by
  ext i j
  fin_cases i <;> fin_cases j <;>
    simp [rotation, spinMatrix, pauli, trace_fin_two, Matrix.mul_apply,
      Fin.sum_univ_succ] <;> ring

/-- For `U` in SU(2), the matrix `rotation U` is orthogonal with determinant 1. -/
theorem rotation_mem {U : Matrix (Fin 2) (Fin 2) ℂ}
    (hU : U ∈ specialUnitaryGroup (Fin 2) ℂ) :
    rotation U ∈ specialOrthogonalGroup (Fin 3) ℝ := by
  obtain ⟨a, x, y, z, h, rfl⟩ := exists_spinMatrix hU
  have ho : rotation (spinMatrix a x y z) * (rotation (spinMatrix a x y z))ᵀ =
      ((a^2 + x^2 + y^2 + z^2)^2) • (1 : Matrix (Fin 3) (Fin 3) ℝ) := by
    rw [rotation_spinMatrix]
    ext i j
    fin_cases i <;> fin_cases j <;>
      simp [Matrix.mul_apply, Fin.sum_univ_succ] <;> ring
  have hd : (rotation (spinMatrix a x y z)).det = (a^2 + x^2 + y^2 + z^2)^3 := by
    rw [rotation_spinMatrix]
    simp [det_fin_three]
    ring
  rw [mem_specialOrthogonalGroup_iff, mem_orthogonalGroup_iff, star_eq_conjTranspose,
    conjTranspose_eq_transpose_of_trivial, ho, hd, h]
  simp

end

end RotationMem
```

Compiling this gives:

```
Main.lean:72:63: error: Tactic `rewrite` failed: Did not find an occurrence of the pattern
  star ?M
in the target expression
  rotation (spinMatrix a x y z) * (rotation (spinMatrix a x y z))ᵀ = 1 ∧ (rotation (spinMatrix a x y z)).det = 1

a x y z : ℝ
h : a ^ 2 + x ^ 2 + y ^ 2 + z ^ 2 = 1
hU : spinMatrix a x y z ∈ specialUnitaryGroup (Fin 2) ℂ
ho : rotation (spinMatrix a x y z) * (rotation (spinMatrix a x y z))ᵀ = (a ^ 2 + x ^ 2 + y ^ 2 + z ^ 2) ^ 2 • 1
hd : (rotation (spinMatrix a x y z)).det = (a ^ 2 + x ^ 2 + y ^ 2 + z ^ 2) ^ 3
⊢ rotation (spinMatrix a x y z) * (rotation (spinMatrix a x y z))ᵀ = 1 ∧ (rotation (spinMatrix a x y z)).det = 1
```

This version goes through:

```diff
@@ -70,6 +70,5 @@
     simp [det_fin_three]
     ring
-  rw [mem_specialOrthogonalGroup_iff, mem_orthogonalGroup_iff, star_eq_conjTranspose,
-    conjTranspose_eq_transpose_of_trivial, ho, hd, h]
+  rw [mem_specialOrthogonalGroup_iff, mem_orthogonalGroup_iff, ho, hd, h]
   simp
 
```

Cause. The message says that the rewrite with `star_eq_conjTranspose` found no term of the form `star ?M` in the goal. That lemma turns the `star` of a matrix into its conjugate transpose, and the proof expected `mem_orthogonalGroup_iff` to leave the orthogonality condition written with `star`. The goal in the message shows that the condition is already written with the transpose `ᵀ`, so there is nothing to convert, and `rw` fails when its pattern is absent.

The repair removes this rewrite and also the next one, `conjTranspose_eq_transpose_of_trivial`, which was to turn the conjugate transpose into a plain transpose and has nothing to act on either. The product in the goal is already the left-hand side of `ho`, so `ho` can be used at once, followed by `hd` for the determinant and `h` to replace the sum of squares by 1. The closing `simp` deals with the remaining powers of 1.
